# Langevin paramagnet: the magnetization lies below the Curie line in any positive field and follows Curie's law at weak field

## Where the linear law breaks

Curie's law for a gas of classical magnetic moments says that the magnetization is $M = n\mu^2B/(3kT)$. At $\mu B = 6kT$ this formula gives $M = 2n\mu$, twice the magnetization of a sample with every moment aligned. In weaker fields the failure is less visible: a moment $\mu$ extracted from a measured $M$ by the linear formula is wrong by some amount, and without a bound the direction of the error is unknown.

For independent classical moments in a positive field, the linear formula always overestimates $M$. A moment inferred from it is therefore too small. As the field goes to zero, $M/B$ tends to the Curie value.

## One moment in a field

Here $n$ is the number of moments per unit volume, $\mu$ the magnitude of each moment (not a permeability), $B$ the field, $T$ the temperature, and $k$ the Boltzmann constant, which converts temperature to energy. A moment at angle $\theta$ to the field has energy $-\mu B\cos\theta$. With $x = \mu B/(kT)$ its Boltzmann factor is $e^{x\cos\theta}$.

The average of $\cos\theta$ runs over all directions, with area element $\sin\theta\,d\theta\,d\varphi$. The integral over the azimuth $\varphi$ gives $2\pi$ in numerator and denominator and cancels. Substituting $u = \cos\theta$ leaves

$$\langle u\rangle = \frac{\int_{-1}^{1} u\,e^{xu}\,du}{\int_{-1}^{1} e^{xu}\,du}, \qquad M = n\mu\,\langle u\rangle .$$

## What the theorems say

The Lean definition `meanAlignment` is this ratio of integrals, so the average is not defined by its closed form. The closed form is `langevin`, written $L(x) = \coth x - 1/x$, and `magnetization` is $n\mu\langle u\rangle$ at $x = \mu B/(kT)$. All quantities are real numbers, in any consistent set of units.

- `meanAlignment_eq_langevin`: for $x \neq 0$, $\langle u\rangle = L(x)$.
- `langevin_bounds` and `langevin_pos`: for $x > 0$, $x^2/(3\sinh x) < L(x) < x/3$, and $L(x) > 0$.
- `magnetization_bounds`: if $n, \mu, k, T, B$ are all positive, then $0 < M < n\mu^2B/(3kT)$.
- `curie_law`: for positive $\mu, k, T$ held fixed, $M/B \to n\mu^2/(3kT)$ as $B$ decreases to zero. The notation `𝓝[>] 0` means approach through positive values.

Textbooks often state Curie's law for the susceptibility $M/H$; the ratio here is $M/B$. In SI units $M/H$ is approximately the vacuum permeability $\mu_0$ times $M/B$ when the susceptibility is much smaller than 1.

The formal model starts from the integrals over $u$. The step from there to a real material is the assumption that its moments are classical, free to point in any direction, and independent of each other, each feeling only the field $B$. Interactions, anisotropy and the discrete levels of a quantum spin are left out. In a Monte Carlo simulation of classical spins that can point in any direction in three dimensions, with interactions and anisotropy switched off, $L(x)$ is, for $x \neq 0$, the exact value with which the sampled mean alignment can be compared.

## The two integrals

For $x \neq 0$,

$$\int_{-1}^{1} e^{xu}\,du = \left[\frac{e^{xu}}{x}\right]_{-1}^{1} = \frac{2\sinh x}{x}.$$

Integration by parts gives the antiderivative $(u/x - 1/x^2)e^{xu}$ of $u\,e^{xu}$. Its derivative is indeed $\frac1x e^{xu} + (u - \frac1x)e^{xu} = u\,e^{xu}$. Hence

$$\int_{-1}^{1} u\,e^{xu}\,du = \frac{e^x + e^{-x}}{x} - \frac{e^x - e^{-x}}{x^2} = \frac{2\cosh x}{x} - \frac{2\sinh x}{x^2}.$$

Dividing the second integral by the first gives $\coth x - 1/x$.

## Two comparisons at positive argument

Write the Langevin function over a common denominator:

$$L(x) = \frac{x\cosh x - \sinh x}{x\sinh x}.$$

Both bounds use one principle: a differentiable function on the real line that vanishes at zero and has a positive derivative for $x > 0$ is positive for $x > 0$. Applied to $\sinh x - x$, whose derivative is $\cosh x - 1$, it gives $\sinh x > x$.

**Lower bound.** Let $a(x) = x\cosh x - \sinh x - x^3/3$. Then $a(0) = 0$ and
$$a'(x) = x\sinh x - x^2 = x(\sinh x - x) > 0,$$
so $x\cosh x - \sinh x > x^3/3$. Division by $x\sinh x > 0$ gives $L(x) > x^2/(3\sinh x) > 0$.

**Upper bound.** Let $b(x) = x^2\sinh x - 3(x\cosh x - \sinh x)$. Then $b(0) = 0$ and
$$b'(x) = 2x\sinh x + x^2\cosh x - 3x\sinh x = x(x\cosh x - \sinh x) > 0,$$
by the lower-bound step. So $3(x\cosh x - \sinh x) < x^2\sinh x$, and division by $3x\sinh x$ gives $L(x) < x/3$.

The sign of $x$ matters. At $x = -1$ the average is $L(-1) = 1 - \coth 1 \approx -0.313$, while $x/3 \approx -0.333$. Even the non-strict inequality $L(x) \le x/3$ is then false. Reversing the field reverses the magnetization, and the Curie line lies below it.

## From the bounds to Curie's law

Dividing the bounds by $x > 0$ gives

$$\frac{x}{3\sinh x} < \frac{L(x)}{x} < \frac13 .$$

Since $\sinh x/x$ tends to the derivative of $\sinh$ at zero, which is 1, both sides tend to $1/3$, and so does $L(x)/x$. In physical units, with $x = \mu B/(kT)$,

$$M = n\mu L(x) < n\mu\,\frac{x}{3} = \frac{n\mu^2B}{3kT}, \qquad \frac{M}{B} = \frac{n\mu^2}{kT}\,\frac{L(x)}{x} \to \frac{n\mu^2}{3kT}.$$

## The Lean development

```lean
import Mathlib

open Filter Topology

namespace LangevinParamagnet

noncomputable section

/-- The Boltzmann average of `u = cos θ` for a classical moment, where `x` is the ratio
of the magnetic energy to the thermal energy. -/
def meanAlignment (x : ℝ) : ℝ :=
  (∫ u in (-1 : ℝ)..1, u * Real.exp (x * u)) / ∫ u in (-1 : ℝ)..1, Real.exp (x * u)

/-- The Langevin function `coth x - 1/x`, for `x ≠ 0`. -/
def langevin (x : ℝ) : ℝ := Real.cosh x / Real.sinh x - 1 / x

/-- The magnetization of `n` independent classical moments `μ` per unit volume in a field `B`
at temperature `T`, with Boltzmann constant `k`, for `k * T ≠ 0`. -/
def magnetization (n μ k T B : ℝ) : ℝ := n * μ * meanAlignment (μ * B / (k * T))

/-- The Boltzmann factor `exp (x u)` has derivative `x exp (x u)` in `u`. -/
theorem hasDerivAt_boltzmann (x u : ℝ) :
    HasDerivAt (fun v : ℝ => Real.exp (x * v)) (Real.exp (x * u) * x) u := by
  simpa using ((hasDerivAt_id' u).const_mul x).exp

/-- The integral of `exp (x u)` over `[-1, 1]` is `2 sinh x / x` for `x ≠ 0`. -/
theorem partition_integral {x : ℝ} (hx : x ≠ 0) :
    ∫ u in (-1 : ℝ)..1, Real.exp (x * u) = 2 * Real.sinh x / x := by
  have hd : ∀ u : ℝ, HasDerivAt (fun v : ℝ => Real.exp (x * v) / x) (Real.exp (x * u)) u :=
    fun u => ((hasDerivAt_boltzmann x u).div_const x).congr_deriv (mul_div_cancel_right₀ _ hx)
  rw [intervalIntegral.integral_eq_sub_of_hasDerivAt (fun u _ => hd u)
    ((by fun_prop : Continuous fun u : ℝ => Real.exp (x * u)).intervalIntegrable _ _),
    Real.sinh_eq]
  simp only [mul_neg, mul_one]
  ring

/-- The integral of `u exp (x u)` over `[-1, 1]` is `2 cosh x / x - 2 sinh x / x²`
for `x ≠ 0`. -/
theorem moment_integral {x : ℝ} (hx : x ≠ 0) :
    ∫ u in (-1 : ℝ)..1, u * Real.exp (x * u)
      = 2 * Real.cosh x / x - 2 * Real.sinh x / x ^ 2 := by
  -- integration by parts supplies the antiderivative
  have hd : ∀ u : ℝ, HasDerivAt (fun v : ℝ => (v / x - 1 / x ^ 2) * Real.exp (x * v))
      (u * Real.exp (x * u)) u := by
    intro u
    have h1 : HasDerivAt (fun v : ℝ => v / x - 1 / x ^ 2) (1 / x) u :=
      ((hasDerivAt_id' u).div_const x).sub_const _
    refine (h1.fun_mul (hasDerivAt_boltzmann x u)).congr_deriv ?_
    linear_combination
      (u * Real.exp (x * u) - x⁻¹ * Real.exp (x * u)) * mul_inv_cancel₀ hx
  rw [intervalIntegral.integral_eq_sub_of_hasDerivAt (fun u _ => hd u)
    ((by fun_prop : Continuous fun u : ℝ => u * Real.exp (x * u)).intervalIntegrable _ _),
    Real.sinh_eq, Real.cosh_eq]
  simp only [mul_neg, mul_one]
  ring

/-- The thermal average of `cos θ` is the Langevin function, for `x ≠ 0`. -/
theorem meanAlignment_eq_langevin {x : ℝ} (hx : x ≠ 0) : meanAlignment x = langevin x := by
  have hs : Real.sinh x ≠ 0 := fun h =>
    hx (Real.sinh_injective (by rw [h, Real.sinh_zero]))
  rw [meanAlignment, langevin, partition_integral hx, moment_integral hx,
    div_eq_iff (div_ne_zero (mul_ne_zero two_ne_zero hs) hx)]
  linear_combination (-2 * Real.cosh x * x⁻¹) * mul_inv_cancel₀ hs

/-- A differentiable function on the real line that vanishes at zero and has positive derivative at
every positive point is positive at every positive point. -/
theorem pos_of_deriv_pos {f f' : ℝ → ℝ} (h0 : f 0 = 0) (hf : ∀ y, HasDerivAt f (f' y) y)
    (hp : ∀ y, 0 < y → 0 < f' y) {x : ℝ} (hx : 0 < x) : 0 < f x := by
  have hm : StrictMonoOn f (Set.Ici 0) := by
    refine strictMonoOn_of_deriv_pos (convex_Ici 0)
      (fun y _ => (hf y).continuousAt.continuousWithinAt) (fun y hy => ?_)
    rw [interior_Ici] at hy
    rw [(hf y).deriv]
    exact hp y hy
  have h := hm (Set.mem_Ici.mpr le_rfl) (Set.mem_Ici.mpr hx.le) hx
  rwa [h0] at h

/-- For `x > 0` the Langevin function lies strictly between `x² / (3 sinh x)` and the
Curie line `x / 3`. -/
theorem langevin_bounds {x : ℝ} (hx : 0 < x) :
    x ^ 2 / (3 * Real.sinh x) < langevin x ∧ langevin x < x / 3 := by
  have hxc : ∀ y : ℝ, HasDerivAt (fun t => t * Real.cosh t - Real.sinh t)
      (y * Real.sinh y) y := fun y =>
    (((hasDerivAt_id' y).fun_mul (Real.hasDerivAt_cosh y)).fun_sub
      (Real.hasDerivAt_sinh y)).congr_deriv (by ring)
  -- first comparison: x cosh x - sinh x exceeds x³/3 for x > 0
  have hA : ∀ y : ℝ, 0 < y → 0 < y * Real.cosh y - Real.sinh y - y ^ 3 / 3 := by
    intro y hy
    refine pos_of_deriv_pos (f := fun t => t * Real.cosh t - Real.sinh t - t ^ 3 / 3)
      (f' := fun t => t * (Real.sinh t - t)) (by simp) (fun t => ?_) (fun t ht => ?_) hy
    · have h3 : HasDerivAt (fun s : ℝ => s ^ 3) (3 * t ^ 2) t := by
        simpa using hasDerivAt_pow 3 t
      exact ((hxc t).fun_sub (h3.div_const 3)).congr_deriv (by ring)
    · exact mul_pos ht (sub_pos.mpr (Real.self_lt_sinh_iff.mpr ht))
  -- second comparison: its derivative is controlled by the first
  have hB : 0 < x ^ 2 * Real.sinh x - 3 * (x * Real.cosh x - Real.sinh x) := by
    refine pos_of_deriv_pos
      (f := fun t => t ^ 2 * Real.sinh t - 3 * (t * Real.cosh t - Real.sinh t))
      (f' := fun t => t * (t * Real.cosh t - Real.sinh t))
      (by simp) (fun t => ?_) (fun t ht => ?_) hx
    · have h2 : HasDerivAt (fun s : ℝ => s ^ 2) (2 * t) t := by
        simpa using hasDerivAt_pow 2 t
      exact ((h2.fun_mul (Real.hasDerivAt_sinh t)).fun_sub
        ((hxc t).const_mul 3)).congr_deriv (by ring)
    · have h3 : 0 < t ^ 3 := pow_pos ht 3
      exact mul_pos ht (by linarith [hA t ht])
  have hs : 0 < Real.sinh x := hx.trans (Real.self_lt_sinh_iff.mpr hx)
  rw [langevin, div_sub_div _ _ hs.ne' hx.ne']
  constructor
  · rw [div_lt_div_iff₀ (by linarith) (mul_pos hs hx)]
    nlinarith [mul_pos hs (hA x hx)]
  · rw [div_lt_div_iff₀ (mul_pos hs hx) (by norm_num)]
    nlinarith [hB]

/-- For `x > 0` the Langevin function is positive. -/
theorem langevin_pos {x : ℝ} (hx : 0 < x) : 0 < langevin x := by
  have hs : 0 < Real.sinh x := hx.trans (Real.self_lt_sinh_iff.mpr hx)
  exact (div_pos (pow_pos hx 2) (by linarith)).trans (langevin_bounds hx).1

/-- The ratio `L(x) / x` tends to `1/3` as `x` decreases to zero. -/
theorem langevin_slope : Tendsto (fun x => langevin x / x) (𝓝[>] 0) (𝓝 (1 / 3)) := by
  have h := hasDerivAt_iff_tendsto_slope_zero.mp (Real.hasDerivAt_sinh 0)
  simp only [zero_add, Real.sinh_zero, sub_zero, smul_eq_mul, Real.cosh_zero] at h
  have hl := ((h.mono_left (nhdsWithin_mono 0 (fun t (ht : 0 < t) => ne_of_gt ht))).inv₀
    one_ne_zero).div_const 3
  rw [inv_one] at hl
  -- squeeze between x / (3 sinh x) and 1/3
  refine tendsto_of_tendsto_of_tendsto_of_le_of_le' hl tendsto_const_nhds ?_ ?_
  · filter_upwards [self_mem_nhdsWithin] with t ht
    have ht : 0 < t := ht
    rw [le_div_iff₀ ht]
    calc (t⁻¹ * Real.sinh t)⁻¹ / 3 * t = t ^ 2 / (3 * Real.sinh t) := by
          rw [mul_inv, inv_inv]; ring
      _ ≤ langevin t := (langevin_bounds ht).1.le
  · filter_upwards [self_mem_nhdsWithin] with t ht
    have ht : 0 < t := ht
    rw [div_le_iff₀ ht]
    linarith [(langevin_bounds ht).2]

/-- For positive density, moment, temperature, field and Boltzmann constant, the classical
magnetization is positive and lies strictly below the Curie line `n μ² B / (3 k T)`. -/
theorem magnetization_bounds {n μ k T B : ℝ} (hn : 0 < n) (hμ : 0 < μ) (hk : 0 < k)
    (hT : 0 < T) (hB : 0 < B) :
    0 < magnetization n μ k T B ∧
      magnetization n μ k T B < n * μ ^ 2 * B / (3 * k * T) := by
  have hx : 0 < μ * B / (k * T) := by positivity
  have hc : 0 < n * μ := mul_pos hn hμ
  rw [magnetization, meanAlignment_eq_langevin hx.ne']
  refine ⟨mul_pos hc (langevin_pos hx), ?_⟩
  calc n * μ * langevin (μ * B / (k * T)) < n * μ * (μ * B / (k * T) / 3) :=
        mul_lt_mul_of_pos_left (langevin_bounds hx).2 hc
    _ = n * μ ^ 2 * B / (3 * k * T) := by ring

/-- Curie's law: for positive `μ`, `k` and `T`, the ratio `M / B` tends to
`n μ² / (3 k T)` as the field decreases to zero. -/
theorem curie_law (n : ℝ) {μ k T : ℝ} (hμ : 0 < μ) (hk : 0 < k) (hT : 0 < T) :
    Tendsto (fun B => magnetization n μ k T B / B) (𝓝[>] 0)
      (𝓝 (n * μ ^ 2 / (3 * k * T))) := by
  have h0 : Tendsto (fun B : ℝ => μ * B / (k * T)) (𝓝 0) (𝓝 0) := by
    simpa using (by fun_prop : Continuous fun B : ℝ => μ * B / (k * T)).tendsto 0
  have hin : Tendsto (fun B : ℝ => μ * B / (k * T)) (𝓝[>] 0) (𝓝[>] 0) := by
    refine tendsto_nhdsWithin_iff.mpr ⟨h0.mono_left nhdsWithin_le_nhds, ?_⟩
    filter_upwards [self_mem_nhdsWithin] with B hB
    exact div_pos (mul_pos hμ hB) (mul_pos hk hT)
  have e : n * μ ^ 2 / (3 * k * T) = n * μ * (μ / (k * T)) * (1 / 3) := by ring
  rw [e]
  refine ((langevin_slope.comp hin).const_mul (n * μ * (μ / (k * T)))).congr' ?_
  filter_upwards [self_mem_nhdsWithin] with B hB
  have hB : 0 < B := hB
  have hx : 0 < μ * B / (k * T) := by positivity
  rw [magnetization, meanAlignment_eq_langevin hx.ne']
  dsimp only [Function.comp]
  generalize langevin (μ * B / (k * T)) = l
  field_simp

end

end LangevinParamagnet
```

```lean
#print axioms LangevinParamagnet.magnetization_bounds
#print axioms LangevinParamagnet.curie_law
```

```
'LangevinParamagnet.magnetization_bounds' depends on axioms: [propext, Classical.choice, Quot.sound]
'LangevinParamagnet.curie_law' depends on axioms: [propext, Classical.choice, Quot.sound]
```

## How Lean checks the integrals

`hasDerivAt_boltzmann` differentiates the Boltzmann factor. In `partition_integral` and `moment_integral`, the local fact `hd` states that the antiderivative found above has the right derivative. The fundamental theorem of calculus, `intervalIntegral.integral_eq_sub_of_hasDerivAt`, then turns each integral into a difference of boundary values. Rewriting $\sinh$ and $\cosh$ in exponentials lets `ring` finish.

`meanAlignment_eq_langevin` divides the results. It needs $\sinh x \neq 0$, which follows from $x \neq 0$ because $\sinh$ is injective and vanishes at zero.

## How Lean checks the bounds and the limit

`pos_of_deriv_pos` is the comparison principle. It shows that the function is strictly increasing on $[0,\infty)$ and compares its value at $x$ with its value at zero.

In `langevin_bounds`, `hxc` records that $x\cosh x - \sinh x$ has derivative $x\sinh x$. The facts `hA` and `hB` are the statements $a > 0$ and $b > 0$, each obtained from `pos_of_deriv_pos` with the derivative computed above. The proof of `hB` calls `hA`, just as the sign of $b'$ relied on the lower-bound step. The two fractions are then cross-multiplied with `div_lt_div_iff₀`, and `nlinarith` derives the resulting polynomial inequalities in $x$, $\sinh x$ and $\cosh x$ from `hA` and `hB`. `langevin_pos` chains zero, the positive lower bound and $L(x)$.

`langevin_slope` reads the limit of $\sinh x/x$ off the derivative of $\sinh$ at zero, inverts it and divides by 3. This gives the limit of the lower function, and the squeeze theorem `tendsto_of_tendsto_of_tendsto_of_le_of_le'` does the rest.

`magnetization_bounds` replaces the average by $L$ and multiplies the bounds by $n\mu > 0$. In `curie_law`, `hin` shows that $\mu B/(kT)$ decreases to zero through positive values when $B$ does. Composing this with `langevin_slope` and multiplying by $n\mu\cdot\mu/(kT)$ gives the limit, and the last lines check that the resulting function equals $M/B$ for every positive $B$.
